# The sixteen ordered products of 4×4 Minkowski gamma matrices form a trace-orthogonal basis

Let $\gamma^0,\gamma^1,\gamma^2,\gamma^3$ be complex $4\times4$ matrices with
$$\gamma^\mu\gamma^\nu+\gamma^\nu\gamma^\mu=2\eta^{\mu\nu}\,1,\qquad \eta=\mathrm{diag}(1,-1,-1,-1).$$
For each subset $A$ of $\{0,1,2,3\}$, let $G_A$ be the product of the $\gamma^\mu$ with $\mu\in A$, in increasing order, with $G_\emptyset=1$. Then the sixteen $G_A$ are a basis of the $4\times4$ matrices, and for all $A$, $B$ and every matrix $M$
$$\mathrm{tr}(G_A^{-1}G_B)=4\,\delta_{AB},\qquad M=\sum_A \tfrac14\,\mathrm{tr}(G_A^{-1}M)\,G_A .$$

In one-particle relativistic quantum mechanics, this splits any $4\times4$ matrix acting on the spinor index alone, such as a matrix potential at one fixed point in space, into sixteen uniquely determined components.

## The relations and the products

Most of the argument works in any matrix size $N$. In the code, `n` is a finite type that labels the rows and columns, and $N$ is its number of elements, `Fintype.card n`.

```lean
import Mathlib

open Matrix

namespace DiracCliffordBasis

noncomputable section

variable {n : Type*} [Fintype n] [DecidableEq n]
```

The metric is diagonal, with entry $+1$ for time and $-1$ for each space direction. Its values are integers, which are converted to complex numbers where they multiply matrices.

```lean
/-- The Minkowski metric with signature (+,-,-,-). -/
def minkowski (μ ν : Fin 4) : ℤ :=
  if μ = ν then (if μ = 0 then 1 else -1) else 0
```

The Clifford relations are the only assumption made about the matrices. With summation over repeated indices and $\hbar=c=1$, they give $(\gamma^\mu\partial_\mu)^2=\partial^\mu\partial_\mu$, so every solution of the free Dirac equation $i\gamma^\mu\partial_\mu\psi=m\psi$ also solves the Klein–Gordon equation $(\partial^\mu\partial_\mu+m^2)\psi=0$. Neither a particular representation nor any hermiticity of the $\gamma^\mu$ is assumed, so the orthogonality is stated with $G_A^{-1}$ and not with an adjoint. In Lean, `IsClifford γ` is this condition on a family `γ` of four matrices.

```lean
/-- The Clifford relations: the anticommutator of two gamma matrices is twice the
Minkowski metric times the identity. -/
def IsClifford (γ : Fin 4 → Matrix n n ℂ) : Prop :=
  ∀ μ ν, γ μ * γ ν + γ ν * γ μ = (2 * (minkowski μ ν : ℂ)) • (1 : Matrix n n ℂ)
```

For example, $G_{\{0,2\}}=\gamma^0\gamma^2$. The definition keeps from the list $0,1,2,3$ the indices that lie in $A$, replaces each by its matrix and multiplies from left to right.

```lean
/-- The product `G_A` of the gamma matrices with index in `A`, in increasing order. -/
def gammaProduct (γ : Fin 4 → Matrix n n ℂ) (A : Finset (Fin 4)) : Matrix n n ℂ :=
  (((List.finRange 4).filter (· ∈ A)).map γ).prod
```

## Squares and inverses

Setting $\mu=\nu$ in the relations gives $2\gamma^\mu\gamma^\mu=2\eta^{\mu\mu}\,1$, with no sum over $\mu$. Half of this is
$$(\gamma^\mu)^2=\eta^{\mu\mu}\,1=\pm1 .$$

```lean
/-- Each gamma matrix squares to its diagonal metric entry times the identity. -/
theorem gamma_sq {γ : Fin 4 → Matrix n n ℂ} (h : IsClifford γ) (μ : Fin 4) :
    γ μ * γ μ = (minkowski μ μ : ℂ) • (1 : Matrix n n ℂ) := by
  linear_combination (norm := module) (1 / 2 : ℂ) • h μ μ
```

Since $(\eta^{\mu\mu})^2=1$, the inverse of $\gamma^\mu$ is $\eta^{\mu\mu}\gamma^\mu$. A product of invertible matrices is invertible, with the inverses taken in reverse order:
$$(\gamma^{\mu_1}\cdots\gamma^{\mu_k})^{-1}=\eta^{\mu_1\mu_1}\cdots\eta^{\mu_k\mu_k}\;\gamma^{\mu_k}\cdots\gamma^{\mu_1}.$$
The proof first shows that each single matrix is invertible, then adds the factors one at a time by induction on the list. Only invertibility is recorded, which is enough for `⁻¹` to be the true inverse of $G_A$ in what follows.

```lean
/-- Every ordered product of gamma matrices is invertible. -/
theorem isUnit_gammaProduct {γ : Fin 4 → Matrix n n ℂ} (h : IsClifford γ)
    (A : Finset (Fin 4)) : IsUnit (gammaProduct γ A) := by
  have hγ : ∀ μ, IsUnit (γ μ) := by
    intro μ
    -- the inverse of a gamma matrix is plus or minus itself
    have h1 : γ μ * ((minkowski μ μ : ℂ) • γ μ) = 1 := by
      rw [mul_smul_comm, gamma_sq h, smul_smul]
      by_cases h0 : μ = 0 <;> simp [minkowski, h0]
    exact ⟨⟨γ μ, _, h1, mul_eq_one_comm.mp h1⟩, rfl⟩
  unfold gammaProduct
  induction (List.finRange 4).filter (· ∈ A) with
  | nil => simp
  | cons μ l ih =>
    rw [List.map_cons, List.prod_cons]
    exact (hγ μ).mul ih
```

## Moving one gamma matrix through a product

For $\mu\ne\nu$ the relations say $\gamma^\nu\gamma^\mu=-\gamma^\mu\gamma^\nu$, while $\gamma^\nu$ commutes with itself. Carrying $\gamma^\nu$ from the left of $G_A$ to the right therefore costs one minus sign for every index in $A$ other than $\nu$:
$$\gamma^\nu G_A=(-1)^{|A\setminus\{\nu\}|}\,G_A\gamma^\nu .$$

The statement `key` proves this for an arbitrary list of indices by induction. Its two cases are the two situations just described: the first factor is $\gamma^\nu$ itself, or it anticommutes with $\gamma^\nu$. The statement `count` then identifies the number of list entries different from $\nu$ with $|A\setminus\{\nu\}|$, by checking all subsets and indices.

```lean
/-- Moving a gamma matrix through `G_A` gives one minus sign for each index in `A`
different from its own. -/
theorem gamma_mul_gammaProduct {γ : Fin 4 → Matrix n n ℂ} (h : IsClifford γ)
    (ν : Fin 4) (A : Finset (Fin 4)) :
    γ ν * gammaProduct γ A = (-1 : ℂ) ^ (A.erase ν).card • (gammaProduct γ A * γ ν) := by
  have key : ∀ l : List (Fin 4), γ ν * (l.map γ).prod =
      (-1 : ℂ) ^ (l.filter (· ≠ ν)).length • ((l.map γ).prod * γ ν) := by
    intro l
    induction l with
    | nil => simp
    | cons μ l ih =>
      rw [List.map_cons, List.prod_cons]
      by_cases hμ : μ = ν
      · -- a gamma matrix commutes with itself
        have hl : (μ :: l).filter (· ≠ ν) = l.filter (· ≠ ν) := by simp [hμ]
        have e : γ ν * (γ ν * (l.map γ).prod) = γ ν *
            ((-1 : ℂ) ^ (l.filter (· ≠ ν)).length • ((l.map γ).prod * γ ν)) := by
          rw [← ih]
        rw [hl, hμ, e, mul_smul_comm, ← mul_assoc]
      · -- different gamma matrices anticommute
        have hl : ((μ :: l).filter (· ≠ ν)).length = (l.filter (· ≠ ν)).length + 1 := by
          simp [hμ]
        have anti : γ ν * γ μ = -(γ μ * γ ν) := by
          apply eq_neg_of_add_eq_zero_left
          rw [h ν μ]
          simp [minkowski, Ne.symm hμ]
        have e : γ ν * (γ μ * (l.map γ).prod) = -(γ μ * (γ ν * (l.map γ).prod)) := by
          rw [← mul_assoc, anti, neg_mul, mul_assoc]
        rw [hl, e, ih, mul_smul_comm, ← mul_assoc, pow_succ, mul_neg_one, neg_smul]
  have count : ∀ (A : Finset (Fin 4)) (ν : Fin 4),
      (((List.finRange 4).filter (· ∈ A)).filter (· ≠ ν)).length = (A.erase ν).card := by
    decide +kernel
  rw [← count A ν]
  exact key _
```

## Why the mixed traces vanish

If $A=B$, then $G_A^{-1}G_B=1$ and the trace is $N$.

Let $A\neq B$, and let $D$ be the set of indices that lie in exactly one of the two. Some $\nu$ picks up opposite signs from $G_A$ and $G_B$. Modulo 2,
$$|A\setminus\{\nu\}|+|B\setminus\{\nu\}|\equiv |D|+[\nu\in D],$$
where the bracket is 1 if $\nu\in D$ and 0 otherwise. If $|D|$ is even, take $\nu$ in $D$, which is not empty. If $|D|$ is odd, take $\nu$ outside $D$, which is possible because $|D|\neq4$. In both cases the sum is odd. The code obtains this fact, `parity`, by running through all pairs of subsets.

Write $a$ and $b$ for the two signs, so that $\gamma^\nu G_A=a\,G_A\gamma^\nu$, $\gamma^\nu G_B=b\,G_B\gamma^\nu$ and $a\neq b$. Multiplying the first relation by $G_A^{-1}$ on both sides gives $G_A^{-1}\gamma^\nu=a\,\gamma^\nu G_A^{-1}$. With $P=G_A^{-1}G_B$, the matrix $G_A^{-1}\gamma^\nu G_B$ can now be written in two ways:
$$a\,\gamma^\nu P=G_A^{-1}\gamma^\nu G_B=b\,P\gamma^\nu .$$
Multiply by $\gamma^\nu$ on the right and take the trace. By cyclicity, $\mathrm{tr}(\gamma^\nu P\gamma^\nu)=\mathrm{tr}(\gamma^\nu\gamma^\nu P)=\eta^{\nu\nu}\,\mathrm{tr}P$, and $\mathrm{tr}(P\gamma^\nu\gamma^\nu)$ has the same value. Hence
$$(a-b)\,\eta^{\nu\nu}\,\mathrm{tr}P=0 ,$$
and since the first two factors are not zero, $\mathrm{tr}P=0$.

In the code, `G` and `K` stand for $G_A$ and $G_B$. The steps `hinv` and `hP` are the two displayed manipulations of $G_A^{-1}$ and $P$, `t1` and `t2` are the two traces, and `hz` is the final product.

```lean
/-- Trace orthogonality in any matrix size: the trace of `G_A⁻¹ G_B` is the matrix size
if `A = B` and zero otherwise. -/
theorem trace_orthogonality {γ : Fin 4 → Matrix n n ℂ} (h : IsClifford γ)
    (A B : Finset (Fin 4)) :
    trace ((gammaProduct γ A)⁻¹ * gammaProduct γ B) =
      if A = B then (Fintype.card n : ℂ) else 0 := by
  have hdet := (Matrix.isUnit_iff_isUnit_det _).mp (isUnit_gammaProduct h A)
  have hl := Matrix.nonsing_inv_mul _ hdet
  have hr := Matrix.mul_nonsing_inv _ hdet
  by_cases hAB : A = B
  · subst hAB
    rw [hl, if_pos rfl, Matrix.trace_one]
  rw [if_neg hAB]
  -- some gamma matrix has opposite signs with the two products
  have parity : ∀ A B : Finset (Fin 4), A ≠ B →
      ∃ ν : Fin 4, ((A.erase ν).card + (B.erase ν).card) % 2 = 1 := by
    decide +kernel
  obtain ⟨ν, hν⟩ := parity A B hAB
  have hA := gamma_mul_gammaProduct h ν A
  have hB := gamma_mul_gammaProduct h ν B
  have hs : (-1 : ℂ) ^ (A.erase ν).card * (-1 : ℂ) ^ (B.erase ν).card = -1 := by
    rw [← pow_add]
    exact Odd.neg_one_pow (Nat.odd_iff.mpr hν)
  have hne : (-1 : ℂ) ^ (A.erase ν).card ≠ (-1 : ℂ) ^ (B.erase ν).card := by
    intro hab
    rw [hab, ← mul_pow] at hs
    norm_num at hs
  generalize (-1 : ℂ) ^ (A.erase ν).card = a at hA hne
  generalize (-1 : ℂ) ^ (B.erase ν).card = b at hB hne
  generalize gammaProduct γ A = G at hA hl hr ⊢
  generalize gammaProduct γ B = K at hB ⊢
  have hinv : G⁻¹ * γ ν = a • (γ ν * G⁻¹) := by
    calc G⁻¹ * γ ν = G⁻¹ * (γ ν * G) * G⁻¹ := by
          rw [mul_assoc, mul_assoc, hr, mul_one]
      _ = a • (G⁻¹ * G * γ ν * G⁻¹) := by
          rw [hA, mul_smul_comm, smul_mul_assoc, ← mul_assoc]
      _ = a • (γ ν * G⁻¹) := by rw [hl, one_mul]
  have hP : a • (γ ν * (G⁻¹ * K)) = b • (G⁻¹ * K * γ ν) := by
    calc a • (γ ν * (G⁻¹ * K)) = G⁻¹ * γ ν * K := by
          rw [hinv, smul_mul_assoc, mul_assoc]
      _ = b • (G⁻¹ * K * γ ν) := by
          rw [mul_assoc, hB, mul_smul_comm, ← mul_assoc]
  -- multiply by the gamma matrix once more and use cyclicity of the trace
  have t1 : trace (γ ν * (G⁻¹ * K) * γ ν) = (minkowski ν ν : ℂ) * trace (G⁻¹ * K) := by
    rw [Matrix.trace_mul_comm, ← mul_assoc, gamma_sq h, smul_mul_assoc, one_mul,
      Matrix.trace_smul, smul_eq_mul]
  have t2 : trace (G⁻¹ * K * γ ν * γ ν) = (minkowski ν ν : ℂ) * trace (G⁻¹ * K) := by
    rw [mul_assoc (G⁻¹ * K), gamma_sq h, mul_smul_comm, mul_one,
      Matrix.trace_smul, smul_eq_mul]
  have ht : trace (a • (γ ν * (G⁻¹ * K)) * γ ν) = trace (b • (G⁻¹ * K * γ ν) * γ ν) := by
    rw [hP]
  rw [smul_mul_assoc, smul_mul_assoc, Matrix.trace_smul, Matrix.trace_smul, t1, t2,
    smul_eq_mul, smul_eq_mul] at ht
  have hη : (minkowski ν ν : ℂ) ≠ 0 := by
    by_cases h0 : ν = 0 <;> simp [minkowski, h0]
  have hz : (a - b) * ((minkowski ν ν : ℂ) * trace (G⁻¹ * K)) = 0 := by
    linear_combination ht
  exact (mul_eq_zero.mp ((mul_eq_zero.mp hz).resolve_left (sub_ne_zero.mpr hne))).resolve_left hη
```

## Reading off coefficients

Let $c_B$ be complex numbers, one for each subset $B$. By linearity of the trace and the orthogonality just shown,
$$\mathrm{tr}\Big(G_A^{-1}\sum_B c_B G_B\Big)=\sum_B c_B\,N\,\delta_{AB}=N\,c_A .$$

```lean
/-- The trace with `G_A⁻¹` reads off the coefficient of `G_A` in a linear combination,
multiplied by the matrix size. -/
theorem trace_coefficient {γ : Fin 4 → Matrix n n ℂ} (h : IsClifford γ)
    (c : Finset (Fin 4) → ℂ) (A : Finset (Fin 4)) :
    trace ((gammaProduct γ A)⁻¹ * ∑ B, c B • gammaProduct γ B) = c A * Fintype.card n := by
  rw [Finset.mul_sum, Matrix.trace_sum]
  simp only [mul_smul_comm, Matrix.trace_smul, trace_orthogonality h, smul_eq_mul,
    mul_ite, mul_zero, Finset.sum_ite_eq, Finset.mem_univ, if_true]
```

If $\sum_B c_BG_B=0$, the left side vanishes, so $N\,c_A=0$ for every $A$. For $N\geq1$ all coefficients are then zero, and the products are linearly independent. The assumption `[Nonempty n]` expresses $N\geq1$.

```lean
/-- In any nonzero matrix size the sixteen ordered products are linearly independent. -/
theorem linearIndependent_gammaProduct [Nonempty n] {γ : Fin 4 → Matrix n n ℂ}
    (h : IsClifford γ) : LinearIndependent ℂ (gammaProduct γ) := by
  rw [Fintype.linearIndependent_iff]
  intro c hc A
  have ht := trace_coefficient h c A
  rw [hc, mul_zero, Matrix.trace_zero] at ht
  exact (mul_eq_zero.mp ht.symm).resolve_right (Nat.cast_ne_zero.mpr Fintype.card_ne_zero)
```

The space of $N\times N$ matrices has dimension $N^2$. Sixteen independent elements fit only if $16\leq N^2$, that is, $N\geq4$. A wave function on which four such matrices act therefore needs at least four components.

```lean
/-- Matrices of nonzero size obeying the Minkowski Clifford relations are at least
four by four. -/
theorem four_le_size [Nonempty n] {γ : Fin 4 → Matrix n n ℂ} (h : IsClifford γ) :
    4 ≤ Fintype.card n := by
  have hle := (linearIndependent_gammaProduct h).fintype_card_le_finrank
  simp [Module.finrank_matrix] at hle
  nlinarith
```

## The basis and the expansion in size four

For $N=4$ the dimension is exactly sixteen, so the sixteen independent products also span. Any $M$ can then be written as $\sum_B c_BG_B$, and the trace formula gives $c_A=\tfrac14\mathrm{tr}(G_A^{-1}M)$. For $A=\emptyset$ this is the familiar coefficient $\tfrac14\mathrm{tr}M$ of the identity.

The theorem `clifford_basis` takes any four $4\times4$ matrices satisfying `IsClifford` and states four things in turn: the orthogonality, the linear independence, the fact that the span is the whole matrix space (written `⊤`), and the expansion of every `M`. The sums run over all subsets of the four indices. The signature $(+,-,-,-)$ and the increasing order of factors are fixed by the definitions. How the sixteen components transform under Lorentz transformations is a separate question, which the theorem does not address.

In the proof, `hspan` is the dimension count. The line with `obtain` replaces $M$ by its linear combination, after which `trace_coefficient` supplies each coefficient.

```lean
/-- For any four complex 4×4 matrices obeying the Minkowski Clifford relations, the sixteen
ordered products are trace-orthogonal, linearly independent and spanning, and every matrix
`M` is the sum of `tr(G_A⁻¹ M) G_A / 4`. -/
theorem clifford_basis {γ : Fin 4 → Matrix (Fin 4) (Fin 4) ℂ} (h : IsClifford γ) :
    (∀ A B, trace ((gammaProduct γ A)⁻¹ * gammaProduct γ B) = if A = B then 4 else 0) ∧
    LinearIndependent ℂ (gammaProduct γ) ∧
    Submodule.span ℂ (Set.range (gammaProduct γ)) = ⊤ ∧
    ∀ M, M = ∑ A, (trace ((gammaProduct γ A)⁻¹ * M) / 4) • gammaProduct γ A := by
  have hli := linearIndependent_gammaProduct h
  -- sixteen independent elements fill the sixteen-dimensional matrix algebra
  have hspan : Submodule.span ℂ (Set.range (gammaProduct γ)) = ⊤ :=
    hli.span_eq_top_of_card_eq_finrank' (by simp [Module.finrank_matrix])
  refine ⟨fun A B => by simpa using trace_orthogonality h A B, hli, hspan, fun M => ?_⟩
  have hM : M ∈ Submodule.span ℂ (Set.range (gammaProduct γ)) := by
    rw [hspan]
    exact Submodule.mem_top
  obtain ⟨c, rfl⟩ := (Submodule.mem_span_range_iff_exists_fun ℂ).mp hM
  refine Finset.sum_congr rfl fun A _ => ?_
  rw [trace_coefficient h c A]
  simp
```

## A Majorana representation

The relations do have a solution in size four, so the lower bound on $N$ is attained. Take $\gamma^\mu=iR_\mu$ with real matrices $R_\mu$. Because $i^2=-1$, the $R_\mu$ must satisfy
$$R_\mu R_\nu+R_\nu R_\mu=-2\eta^{\mu\nu}\,1 ,$$
so $R_0$ squares to $-1$, the other three square to $+1$, and different ones anticommute. Four matrices with entries $0$ and $\pm1$ do this.

```lean
/-- Four real integer matrices, the Majorana gamma matrices without their factor `i`. -/
def majoranaReal : Fin 4 → Matrix (Fin 4) (Fin 4) ℤ :=
  ![!![0, 0, 0, 1; 0, 0, 1, 0; 0, -1, 0, 0; -1, 0, 0, 0],
    !![0, 0, 1, 0; 0, 0, 0, 1; 1, 0, 0, 0; 0, 1, 0, 0],
    !![0, 0, 0, 1; 0, 0, -1, 0; 0, -1, 0, 0; 1, 0, 0, 0],
    !![1, 0, 0, 0; 0, 1, 0, 0; 0, 0, -1, 0; 0, 0, 0, -1]]
```

Multiplying by $i$ gives gamma matrices whose entries are all zero or purely imaginary, which is the mark of a Majorana representation.

```lean
/-- Gamma matrices in a Majorana representation: `i` times real matrices. -/
def majoranaGamma (μ : Fin 4) : Matrix (Fin 4) (Fin 4) ℂ :=
  Complex.I • (Int.castRingHom ℂ).mapMatrix (majoranaReal μ)
```

The relations for the $R_\mu$ involve only integers and are checked by direct computation in `hint`. Carrying them over to complex matrices and inserting $i^2=-1$ turns $-2\eta^{\mu\nu}$ into $2\eta^{\mu\nu}$, as required.

```lean
/-- The Majorana gamma matrices obey the Minkowski Clifford relations. -/
theorem isClifford_witness : IsClifford majoranaGamma := by
  have hint : ∀ μ ν, majoranaReal μ * majoranaReal ν + majoranaReal ν * majoranaReal μ =
      ((-2 * minkowski μ ν : ℤ) : Matrix (Fin 4) (Fin 4) ℤ) := by
    decide +kernel
  intro μ ν
  have h := congrArg (Int.castRingHom ℂ).mapMatrix (hint μ ν)
  rw [map_add, map_mul, map_mul, map_intCast, ← zsmul_one,
    ← Int.cast_smul_eq_zsmul ℂ] at h
  simp only [majoranaGamma, smul_mul_assoc, mul_smul_comm, smul_smul]
  rw [← smul_add, h, Complex.I_mul_I]
  push_cast
  module

end

end DiracCliffordBasis
```

```lean
#print axioms DiracCliffordBasis.four_le_size
#print axioms DiracCliffordBasis.clifford_basis
```

```
'DiracCliffordBasis.four_le_size' depends on axioms: [propext, Classical.choice, Quot.sound]
'DiracCliffordBasis.clifford_basis' depends on axioms: [propext, Classical.choice, Quot.sound]
```
